# The exact difference between the upper Breit–Rabi energy and its first-order Paschen–Back value

For two levels of total projection `m`, with hyperfine constant `A` and field term `b` in energy units, the file defines the upper energy by the formula −A/4 + g/2, where g = √((Am + b)² + A²R); no Hamiltonian is diagonalised. The lemma `upper_shift` says that this energy exceeds its first-order Paschen–Back value, b/2 + A(m − 1/2)/2, by exactly A²R / (2(g + Am + b)). All the parameters are real numbers, with R ≥ 0 and Am + b > 0. The attempt multiplies out the denominator with `eq_div_iff`, which needs a proof that the denominator is nonzero, and then finishes by algebra from the formula for g².

An attempt in Lean 4 with a fault in it:

```lean
import Mathlib

open Filter Topology Matrix

namespace HyperfinePaschenBack

noncomputable section

/-- The energy splitting of the two levels of total projection `m`. -/
def gap (A m R b : ℝ) : ℝ := √((A * m + b) ^ 2 + A ^ 2 * R)

/-- The upper Breit-Rabi energy. -/
def upper (A m R b : ℝ) : ℝ := -A / 4 + gap A m R b / 2

theorem gap_sq {R : ℝ} (A m b : ℝ) (hR : 0 ≤ R) :
    gap A m R b ^ 2 = (A * m + b) ^ 2 + A ^ 2 * R :=
  Real.sq_sqrt (by positivity)

/-- The exact difference between the upper energy and its first-order Paschen-Back value,
for fields with `A m + b > 0`. -/
theorem upper_shift {A m R b : ℝ} (hR : 0 ≤ R) (hb : 0 < A * m + b) :
    upper A m R b - b / 2 - A * (m - 1 / 2) / 2 =
      A ^ 2 * R / 2 / (gap A m R b + (A * m + b)) := by
  have hg : 0 ≤ gap A m R b := Real.sqrt_nonneg _
  rw [eq_div_iff (by linarith : gap A m R b + (A * m + b) ≠ 0 |> fun _ => by positivity)]
  unfold upper
  linear_combination gap_sq A m b hR / 2

end

end HyperfinePaschenBack
```

The compiler's answer:

```
Main.lean:25:77: error: not a positivity goal
Main.lean:25:21: error: linarith failed to find a contradiction
A m R b : ℝ
hR : 0 ≤ R
hb : 0 < A * m + b
hg : 0 ≤ gap A m R b
⊢ False
failed
```

As a diff, the version that Lean accepts:

```diff
@@ -23,5 +23,5 @@
       A ^ 2 * R / 2 / (gap A m R b + (A * m + b)) := by
   have hg : 0 ≤ gap A m R b := Real.sqrt_nonneg _
-  rw [eq_div_iff (by linarith : gap A m R b + (A * m + b) ≠ 0 |> fun _ => by positivity)]
+  rw [eq_div_iff (add_pos_of_nonneg_of_pos hg hb).ne']
   unfold upper
   linear_combination gap_sq A m b hR / 2
```

Diagnosis. The proof that the denominator is nonzero is written as `(by linarith : … ≠ 0 |> fun _ => by positivity)`. Everything after the colon is read as the type, including the `|>` and the function after it. So `positivity` is asked to supply a type where it expects a goal such as `0 < a`, `0 ≤ a` or `a ≠ 0`, and it reports "not a positivity goal".

The proof itself is left to `linarith`, but the intended statement `… ≠ 0` never becomes its goal, because it is only the argument of a function that ignores it. With no comparison to prove, `linarith` looks for a contradiction among the hypotheses alone, which is why the message shows `⊢ False`. The hypotheses are consistent, and it fails.

The repair gives the proof directly. `add_pos_of_nonneg_of_pos hg hb` adds `0 ≤ gap A m R b` to `0 < A * m + b` and shows that the denominator is positive, and `.ne'` turns this into the statement that it is not zero, as `eq_div_iff` requires.
